# Arbitrarily close below (1+√5)/2, McWeeny purification sends some occupations to 0 and others to 1

## Scaling the Hamiltonian before purification

Before a purification run, the Hamiltonian is shifted and scaled so that the eigenvalues of the initial density matrix lie in a safe range, usually $[0,1]$. This needs bounds on the spectrum. If the bounds are too tight, the deepest level can start with an occupation above 1. It should end up occupied, but purification may empty it. The final matrix is still idempotent, so a check of $P^2=P$ does not reveal the error.

For a Hermitian density matrix $P$ in an orthonormal basis, the McWeeny step $P\mapsto 3P^2-2P^3$ keeps the eigenvectors and changes each eigenvalue $x$ to
$$f(x)=3x^2-2x^3 .$$
Both 0 and 1 are fixed points of $f$. Write $f^n$ for $n$ successive steps and $c=(1+\sqrt5)/2\approx1.618$.

## Three starts below the edge

| start | following iterates | limit |
|---|---|---|
| 1.5 | 0 | 0 |
| 1.6 | −0.512, 1.055, 0.991, … | 1 |
| 1.612 | −0.582, 1.411, 0.355, 0.288, 0.202, … | 0 |

Moving the start towards $c$ changes the outcome from empty to occupied and back to empty.

## Two theorems about starts just below c

`unpredictable_below_edge` says that for every real $\varepsilon>0$ the interval $(c-\varepsilon,c)$ contains a start whose iterates tend to 0 and a start whose iterates tend to 1. `intervals_below_edge` strengthens this: for $v=0$ and for $v=1$, there is a nonempty open interval inside $(c-\varepsilon,c)$ on which every start tends to $v$.

In Lean, `mcWeeny` is $f$, `edge` is $c$, `mcWeeny^[n]` is $f^n$, and `Ioo` denotes an open interval. The set `basin v` contains all real starts whose iterates converge to $v$. Occupations are plain real numbers, with 1 meaning a full spin orbital.

The map is deterministic; "unpredictable" means that closeness to $c$ does not settle the outcome. The theorems give no lengths for the intervals and do not classify every start. They concern a single eigenvalue without rounding. The passage from the matrix step to $f$ is the spectral argument above, which is not formalised. For linear-scaling electronic structure, the result therefore bears on the choice of spectral bounds, within this one-eigenvalue model and without matrix truncation.

## Stepping backwards towards c

**Symmetry.** Expanding gives
$$f(1-x)=(1-x)^2(1+2x)=1-3x^2+2x^3=1-f(x).$$
Repeating the step gives $f^n(1-x)=1-f^n(x)$: particles and holes are treated alike.

**One step back.** Since $c^2=c+1$,
$$f(c)=(c+1)(3-2c)=3+c-2c^2=1-c .$$
Also $f(1)=1$. Let $1\le y<c$. Then $1-y$ lies between $f(c)$ and $f(1)$, so the intermediate value theorem gives $x\in[1,c]$ with $f(x)=1-y$. Here $x\ne c$, because $y\ne c$. Subtracting $f(c)=1-c$ gives
$$c-y=f(x)-f(c)=(c-x)\,\bigl[2(c^2+cx+x^2)-3(c+x)\bigr].$$
The bracket minus 2 equals $(c+x)(2c-3)+2(x-1)(x+1)$. This is nonnegative, since $c>3/2$ and $x\ge1$. Hence $c-x\le(c-y)/2$.

**Repetition.** Start with $x_0=1$, and let $x_{n+1}$ be the point $x$ obtained from $y=x_n$. Since $c-1\le1$, we get $c-x_n\le2^{-n}$. Moreover,
$$f^{n+1}(x_{n+1})=f^n(1-x_n)=1-f^n(x_n).$$
So $f^n(x_n)$ is 1 for even $n$ and 0 for odd $n$, and later iterates stay there. Large even and odd $n$ give the two starts.

**From points to intervals.** If $|z|\le1/4$, then
$$|f(z)|=|z(3-2z)|\,|z|\le\tfrac14\cdot\tfrac72\,|z|=\tfrac78|z| ,$$
so the iterates of $z$ tend to 0. If the iterates of $x$ tend to 0, some $f^k(x)$ lies strictly inside $(-1/4,1/4)$. By continuity, the same holds for all starts near $x$, and they tend to 0 too. Symmetry gives the corresponding statement for the limit 1.

## The Lean file

```lean
import Mathlib

open Filter Topology Set

namespace McWeenyUnpredictable

noncomputable section

/-- One McWeeny purification step for a single occupation number. -/
def mcWeeny (x : ℝ) : ℝ := 3 * x ^ 2 - 2 * x ^ 3

/-- The over-occupied value `(1 + √5) / 2`. -/
def edge : ℝ := (1 + √5) / 2

/-- The starting occupations whose purification iterates converge to `v`. -/
def basin (v : ℝ) : Set ℝ := {x | Tendsto (fun n : ℕ => mcWeeny^[n] x) atTop (𝓝 v)}

lemma continuous_mcWeeny : Continuous mcWeeny := by
  unfold mcWeeny
  fun_prop

lemma edge_bounds : 3 / 2 < edge ∧ edge ≤ 2 := by
  have h := Real.sq_sqrt (show (0 : ℝ) ≤ 5 by norm_num)
  have h2 : 2 < √5 := (Real.lt_sqrt (by norm_num)).2 (by norm_num)
  have h3 : √5 ≤ 3 := by nlinarith
  unfold edge
  constructor <;> linarith

/-- Particle-hole symmetry: after any number of steps, the iterate of the hole occupation
`1 - x` is one minus the iterate of `x`. -/
theorem iterate_reflect (n : ℕ) (x : ℝ) : mcWeeny^[n] (1 - x) = 1 - mcWeeny^[n] x := by
  induction n generalizing x with
  | zero => simp
  | succ n ih =>
    have h : mcWeeny (1 - x) = 1 - mcWeeny x := by
      unfold mcWeeny
      ring
    rw [Function.iterate_succ_apply, Function.iterate_succ_apply, h, ih]

/-- Every occupation `y` in `[1, edge)` has a start `x` in the same range that one step sends
to `1 - y`, and `x` is at most half as far from the edge as `y`. -/
theorem exists_preimage {y : ℝ} (h1 : 1 ≤ y) (h2 : y < edge) :
    ∃ x, 1 ≤ x ∧ x < edge ∧ mcWeeny x = 1 - y ∧ edge - x ≤ (edge - y) / 2 := by
  obtain ⟨hb, -⟩ := edge_bounds
  have hsq : edge ^ 2 = edge + 1 := by
    have h := Real.sq_sqrt (show (0 : ℝ) ≤ 5 by norm_num)
    unfold edge
    linear_combination h / 4
  have hc : mcWeeny edge = 1 - edge := by
    unfold mcWeeny
    linear_combination (1 - 2 * edge) * hsq
  have hone : mcWeeny 1 = 1 := by
    unfold mcWeeny
    norm_num
  -- the intermediate value theorem on `[1, edge]`
  have hy : 1 - y ∈ Icc (mcWeeny edge) (mcWeeny 1) := by
    rw [hc, hone]
    constructor <;> linarith
  obtain ⟨x, ⟨hx1, hx2⟩, hx⟩ :=
    intermediate_value_Icc' (by linarith : (1 : ℝ) ≤ edge) continuous_mcWeeny.continuousOn hy
  have hlt : x < edge := by
    refine lt_of_le_of_ne hx2 ?_
    intro h
    rw [h, hc] at hx
    linarith
  refine ⟨x, hx1, hlt, hx, ?_⟩
  -- the secant slope of `mcWeeny` between `x` and the edge is at most `-2`
  have key : edge - y =
      (edge - x) * (2 * (edge ^ 2 + edge * x + x ^ 2) - 3 * (edge + x)) := by
    unfold mcWeeny at hx hc
    linear_combination hc - hx
  have hq : 0 ≤ 2 * (edge ^ 2 + edge * x + x ^ 2) - 3 * (edge + x) - 2 := by
    have a1 : 0 ≤ (edge + x) * (2 * edge - 3) :=
      mul_nonneg (by linarith) (by linarith)
    have a2 : 0 ≤ (x - 1) * (x + 1) := mul_nonneg (by linarith) (by linarith)
    linarith
  have hm := mul_nonneg (sub_nonneg.2 hx2) hq
  linarith

/-- For every `n` there is a start below the edge, within `(1/2)^n` of it, whose `n`-th iterate
is exactly 1 if `n` is even and exactly 0 if `n` is odd. -/
theorem exists_start (n : ℕ) :
    ∃ x, 1 ≤ x ∧ x < edge ∧ edge - x ≤ (1 / 2) ^ n ∧
      mcWeeny^[n] x = if Even n then 1 else 0 := by
  induction n with
  | zero =>
    obtain ⟨hb, hb'⟩ := edge_bounds
    exact ⟨1, le_rfl, by linarith, by rw [pow_zero]; linarith, by simp⟩
  | succ n ih =>
    obtain ⟨y, hy1, hy2, hy3, hy4⟩ := ih
    obtain ⟨x, hx1, hx2, hx3, hx4⟩ := exists_preimage hy1 hy2
    refine ⟨x, hx1, hx2, by rw [pow_succ]; linarith, ?_⟩
    -- one more step exchanges the roles of empty and occupied
    rw [Function.iterate_succ_apply, hx3, iterate_reflect, hy4]
    by_cases h : Even n <;> simp [Nat.even_add_one, h]

lemma mem_basin_iterate (k : ℕ) {x v : ℝ} : mcWeeny^[k] x ∈ basin v ↔ x ∈ basin v := by
  have h := tendsto_add_atTop_iff_nat (f := fun n : ℕ => mcWeeny^[n] x) (l := 𝓝 v) k
  simp only [Function.iterate_add_apply] at h
  exact h

lemma reflect_mem_basin {x v : ℝ} (h : x ∈ basin v) : 1 - x ∈ basin (1 - v) := by
  have h' : Tendsto (fun n : ℕ => mcWeeny^[n] x) atTop (𝓝 v) := h
  change Tendsto (fun n : ℕ => mcWeeny^[n] (1 - x)) atTop (𝓝 (1 - v))
  simp only [iterate_reflect]
  exact h'.const_sub 1

/-- An occupation of absolute value at most `1/4` is purified to 0. -/
theorem mem_basin_zero {x : ℝ} (hx : |x| ≤ 1 / 4) : x ∈ basin 0 := by
  have step : ∀ z : ℝ, |z| ≤ 1 / 4 → |mcWeeny z| ≤ 7 / 8 * |z| := by
    intro z hz
    obtain ⟨h1, h2⟩ := abs_le.1 hz
    have h3 : |z * (3 - 2 * z)| ≤ 7 / 8 := by
      rw [abs_le]
      constructor <;> nlinarith [mul_nonneg (sub_nonneg.2 h1) (sub_nonneg.2 h2)]
    have h4 : mcWeeny z = z * (3 - 2 * z) * z := by
      unfold mcWeeny
      ring
    rw [h4, abs_mul]
    exact mul_le_mul_of_nonneg_right h3 (abs_nonneg z)
  -- geometric decay of the iterates
  have bound : ∀ n : ℕ, |mcWeeny^[n] x| ≤ (7 / 8) ^ n * (1 / 4) := by
    intro n
    induction n with
    | zero => simpa using hx
    | succ n ih =>
      have hp : ((7 : ℝ) / 8) ^ n ≤ 1 := pow_le_one₀ (by norm_num) (by norm_num)
      have hs := step (mcWeeny^[n] x) (by linarith)
      rw [Function.iterate_succ_apply', pow_succ]
      linarith
  have hlim : Tendsto (fun n : ℕ => ((7 : ℝ) / 8) ^ n * (1 / 4)) atTop (𝓝 0) := by
    have h := (tendsto_pow_atTop_nhds_zero_of_lt_one
      (by norm_num : (0 : ℝ) ≤ 7 / 8) (by norm_num)).mul_const (1 / 4 : ℝ)
    rw [zero_mul] at h
    exact h
  exact squeeze_zero_norm bound hlim

/-- The starts purified to 0 form an open set, and so do the starts purified to 1. -/
theorem isOpen_basins : IsOpen (basin 0) ∧ IsOpen (basin 1) := by
  have h0 : IsOpen (basin 0) := by
    rw [isOpen_iff_mem_nhds]
    intro x hx
    have hx' : Tendsto (fun n : ℕ => mcWeeny^[n] x) atTop (𝓝 0) := hx
    obtain ⟨k, hk⟩ := (hx'.eventually_mem (Ioo_mem_nhds
      (by norm_num : -(1 / 4 : ℝ) < 0) (by norm_num : (0 : ℝ) < 1 / 4))).exists
    filter_upwards [(continuous_mcWeeny.iterate k).continuousAt.preimage_mem_nhds
      (Ioo_mem_nhds hk.1 hk.2)] with y hy
    exact (mem_basin_iterate k).1 (mem_basin_zero (abs_le.2 ⟨hy.1.le, hy.2.le⟩))
  refine ⟨h0, ?_⟩
  -- the basin of 1 is the mirror image of the basin of 0
  have h : basin 1 = (fun x : ℝ => 1 - x) ⁻¹' basin 0 := by
    ext x
    constructor
    · intro hx
      simpa using reflect_mem_basin hx
    · intro hx
      simpa using reflect_mem_basin (show 1 - x ∈ basin 0 from hx)
  rw [h]
  exact h0.preimage (by fun_prop)

/-- Arbitrarily close below `(1 + √5) / 2` there is a start whose iterates tend to 0 and
another whose iterates tend to 1. -/
theorem unpredictable_below_edge {ε : ℝ} (hε : 0 < ε) :
    (∃ x ∈ Ioo (edge - ε) edge, x ∈ basin 0) ∧
      (∃ x ∈ Ioo (edge - ε) edge, x ∈ basin 1) := by
  obtain ⟨n, hn⟩ := exists_pow_lt_of_lt_one hε (by norm_num : (1 / 2 : ℝ) < 1)
  have small : ∀ m, n ≤ m → (1 / 2 : ℝ) ^ m < ε := fun m hm =>
    (pow_le_pow_of_le_one (by norm_num) (by norm_num) hm).trans_lt hn
  have zero_mem : (0 : ℝ) ∈ basin 0 := mem_basin_zero (by norm_num)
  have one_mem : (1 : ℝ) ∈ basin 1 := by simpa using reflect_mem_basin zero_mem
  constructor
  · -- an odd number of steps ends at 0
    obtain ⟨x, -, h2, h3, h4⟩ := exists_start (2 * n + 1)
    have hs := small (2 * n + 1) (by omega)
    rw [if_neg (by rw [Nat.even_iff]; omega)] at h4
    exact ⟨x, ⟨by linarith, h2⟩, (mem_basin_iterate (2 * n + 1)).1 (by rw [h4]; exact zero_mem)⟩
  · -- an even number of steps ends at 1
    obtain ⟨x, -, h2, h3, h4⟩ := exists_start (2 * n)
    have hs := small (2 * n) (by omega)
    rw [if_pos (by rw [Nat.even_iff]; omega)] at h4
    exact ⟨x, ⟨by linarith, h2⟩, (mem_basin_iterate (2 * n)).1 (by rw [h4]; exact one_mem)⟩

/-- Arbitrarily close below `(1 + √5) / 2` there is a whole open interval of starts purified
to `v`, for `v = 0` and for `v = 1`. -/
theorem intervals_below_edge {ε v : ℝ} (hε : 0 < ε) (hv : v = 0 ∨ v = 1) :
    ∃ a b, a < b ∧ Ioo a b ⊆ Ioo (edge - ε) edge ∩ basin v := by
  have h : IsOpen (basin v) ∧ ∃ x ∈ Ioo (edge - ε) edge, x ∈ basin v := by
    rcases hv with rfl | rfl
    · exact ⟨isOpen_basins.1, (unpredictable_below_edge hε).1⟩
    · exact ⟨isOpen_basins.2, (unpredictable_below_edge hε).2⟩
  obtain ⟨ho, x, hx, hxv⟩ := h
  obtain ⟨a, b, hab, hsub⟩ :=
    mem_nhds_iff_exists_Ioo_subset.1 ((isOpen_Ioo.inter ho).mem_nhds ⟨hx, hxv⟩)
  exact ⟨a, b, hab.1.trans hab.2, hsub⟩

end

end McWeenyUnpredictable
```

```lean
#print axioms McWeenyUnpredictable.intervals_below_edge
```

```
'McWeenyUnpredictable.intervals_below_edge' depends on axioms: [propext, Classical.choice, Quot.sound]
```

## From the backward step to the intervals in Lean

`iterate_reflect` proves the symmetry by induction on the number of steps, with `ring` checking the single step. The induction keeps `x` general because its hypothesis is applied to $f(x)$.

`exists_preimage` is the step back. The facts `hsq` and `hc` are $c^2=c+1$ and $f(c)=1-c$. `intermediate_value_Icc'` is the form of the intermediate value theorem for a function whose value at the left end is the larger one. `key` is the factorised difference and `hq` the bound on its bracket; multiplying that bound by $c-x\ge0$ gives the halving.

`exists_start` carries out the repetition. Its base case takes $c-1\le1$ from `edge_bounds`. In the induction step, `Function.iterate_succ_apply` splits off the first application of $f$, and the case distinction on `Even n` exchanges 0 and 1.

Two lemmas handle limits. `mem_basin_iterate` says that dropping the first $k$ iterates does not change the limit, and `reflect_mem_basin` carries the symmetry over to limits. `mem_basin_zero` turns the factor $7/8$ into a geometric bound and finishes by squeezing. `isOpen_basins` combines this with continuity of the $k$-th iterate, then obtains `basin 1` as the mirror image of `basin 0`.

For the main theorem, $n$ is chosen with $2^{-n}<\varepsilon$. The start for $2n+1$ steps reaches 0 and the start for $2n$ steps reaches 1; `mem_basin_iterate` carries the limit back to the start. `intervals_below_edge` then intersects the open basin with $(c-\varepsilon,c)$ and takes an open interval around the start already found.
